# The derivative of an orbital weight |f|² along v is 2 Re(f* ∂ᵥf)

An orbital amplitude is given as a complex function f of two real variables, continuously differentiable in the real sense. The lemma states that at any point k the derivative of the weight |f|² along a vector v is 2 Re(f* ∂ᵥf), with f and ∂ᵥf taken at k. Neither f nor v need be normalised, so |f|² is a squared modulus and not necessarily a probability, and no Hamiltonian enters. The proof takes the derivative of the squared norm from Mathlib's `HasFDerivAt.norm_sq`, rewrites the left side with it, and leaves `simp` to write both sides in real and imaginary parts.

The failing Lean file:

```lean
import Mathlib

open ComplexConjugate

noncomputable section

namespace OrbitalPositions

/-- The derivative of an orbital weight `|f|²` along `v` is `2 Re (f* ∂ᵥf)`. -/
theorem fderiv_weight {f : ℝ × ℝ → ℂ} (hf : ContDiff ℝ 1 f) (k v : ℝ × ℝ) :
    fderiv ℝ (fun q => ‖f q‖ ^ 2) k v = 2 * (conj (f k) * fderiv ℝ f k v).re := by
  have h := (hf.differentiable (by simp) k).hasFDerivAt.norm_sq
  rw [h.fderiv]
  simp [Complex.inner, mul_comm]

end OrbitalPositions
```

Lean reports:

```
Main.lean:11:80: error: unsolved goals
f : ℝ × ℝ → ℂ
hf : ContDiff ℝ 1 f
k v : ℝ × ℝ
h : HasFDerivAt (fun x => ‖f x‖ ^ 2) (2 • (innerSL ℝ) (f k) ∘SL fderiv ℝ f k) k
⊢ 2 * ((f k).re * ((fderiv ℝ f k) v).re) + 2 * ((f k).im * ((fderiv ℝ f k) v).im) =
    2 * ((f k).re * ((fderiv ℝ f k) v).re + (f k).im * ((fderiv ℝ f k) v).im)
```

The message `unsolved goals` means that the proof ended with an equation still to be shown. The rewrite with `h.fderiv` succeeded, and `simp` turned both sides into real and imaginary parts. Write a for the product of the real parts of f and ∂ᵥf at k, and b for the product of their imaginary parts. What remained was then 2a + 2b = 2(a + b).

This is true by the distributive law, but the two sides are not written alike, and `simp` did not bring them to one form. The supplied lemma `mul_comm` only swaps the factors of a product; it does not multiply out a bracket or take out a common factor.

The added line `ring` proves equations that follow from the laws of commutative rings, distributivity among them, and so closes the goal. The statement and the earlier steps are unchanged.

The repair, with which the file compiles:

```diff
@@ -13,4 +13,5 @@
   rw [h.fderiv]
   simp [Complex.inner, mul_comm]
+  ring
 
 end OrbitalPositions
```
